# Exact Cholesky residuals for energy denominators with positive excitation energies

Let x(i) > 0 be excitation energies and D(i,j) = 1/(x(i)+x(j)). Cholesky steps on pivots p with pairwise different energies leave exactly

P(i) P(j) / (x(i)+x(j)), where P(i) = ∏ₚ r(i) and r(i) = (x(i)−x(p))/(x(i)+x(p)).

Each ratio satisfies |r(i)| < 1. For finitely many indices, D is positive semidefinite, and it is positive definite exactly when all energies differ.

In second-order Møller–Plesset perturbation theory with canonical orbitals, i and j are compound particle-hole indices and x(i) is a virtual minus an occupied orbital energy; positivity expresses a gap between occupied and virtual levels. For such fixed, real energies, each Cholesky step splits off a term that is a product of a factor in i and a factor in j.

## Denominators and pivots

The index type `ι` may be infinite until a sum over all indices is needed.

```lean
import Mathlib

open Matrix

namespace DenominatorCholesky

noncomputable section

variable {ι : Type*}
```

The function `x : ι → ℝ` holds the energies, and the matrix D is `denominators x`.

```lean
/-- The matrix of energy denominators `1 / (x i + x j)` built from excitation energies `x`. -/
def denominators (x : ι → ℝ) : Matrix ι ι ℝ :=
  Matrix.of fun i j => 1 / (x i + x j)
```

Real weights w(i) give the rescaled matrix w(i)w(j)/(x(i)+x(j)), a form that will survive each step.

```lean
/-- The denominator matrix with row and column `i` rescaled by a weight `w i`. -/
def scaled (x w : ι → ℝ) : Matrix ι ι ℝ :=
  Matrix.of fun i j => w i * w j / (x i + x j)
```

A step on a matrix M with pivot p produces

M(i,j) − M(i,p) M(p,j) / M(p,p).

The pivots are supplied, not selected by an algorithm, and the arithmetic is exact.

```lean
/-- One Cholesky step: subtract the product of the pivot column and the pivot row, divided by the
pivot entry. -/
def choleskyStep (M : Matrix ι ι ℝ) (p : ι) : Matrix ι ι ℝ :=
  Matrix.of fun i j => M i j - M i p * M p j / M p p
```

The ratio r(i) depends on the pivot, which Lean writes as the argument before `i`.

```lean
/-- The ratio `(x i - x p) / (x i + x p)` belonging to index `i` and pivot `p`. -/
def pivotRatio (x : ι → ℝ) (p i : ι) : ℝ := (x i - x p) / (x i + x p)
```

P(i) is the product of these ratios over a list `ps`; for an empty list it is 1.

```lean
/-- The product of the pivot ratios of index `i` over a list of pivots. -/
def pivotProduct (x : ι → ℝ) (ps : List ι) (i : ι) : ℝ :=
  (ps.map fun p => pivotRatio x p i).prod
```

For a real vector c, the quadratic form is Q(c) = ∑ᵢⱼ c(i)c(j)/(x(i)+x(j)).

```lean
/-- The quadratic form of the denominator matrix at the vector `c`. -/
def quadForm [Fintype ι] (x c : ι → ℝ) : ℝ := c ⬝ᵥ denominators x *ᵥ c
```

## What the steps leave

Since both energies are positive, −(x(i)+x(p)) < x(i)−x(p) < x(i)+x(p). Division by the positive sum gives |r(i)| < 1.

```lean
/-- For positive excitation energies every pivot ratio is smaller than one in modulus. -/
theorem abs_pivotRatio_lt_one {x : ι → ℝ} (hx : ∀ i, 0 < x i) (p i : ι) :
    |pivotRatio x p i| < 1 := by
  have hi := hx i
  have hp := hx p
  have hs : 0 < x i + x p := add_pos hi hp
  rw [pivotRatio, abs_div, abs_of_pos hs, div_lt_one hs, abs_lt]
  constructor <;> linarith
```

For a rescaled matrix with w(p) ≠ 0, the pivot entry is w(p)²/(2x(p)). The weights at p cancel, and a step leaves

w(i)w(j) [1/(x(i)+x(j)) − 2x(p)/((x(i)+x(p))(x(j)+x(p)))].

Over a common denominator, the numerator of the bracket is

(x(i)+x(p))(x(j)+x(p)) − 2x(p)(x(i)+x(j)) = (x(i)−x(p))(x(j)−x(p)).

The bracket is therefore r(i)r(j)/(x(i)+x(j)), and each w(i) becomes w(i)r(i). In the proof, `field_simp` clears the denominators and `ring` checks the numerator.

```lean
/-- For positive energies and a nonzero weight at the pivot, a Cholesky step on a rescaled
denominator matrix multiplies each weight by its pivot ratio. -/
theorem choleskyStep_scaled {x w : ι → ℝ} (hx : ∀ i, 0 < x i) {p : ι} (hw : w p ≠ 0) :
    choleskyStep (scaled x w) p = scaled x (fun i => w i * pivotRatio x p i) := by
  ext i j
  have hp := (hx p).ne'
  have hij := (add_pos (hx i) (hx j)).ne'
  have hip := (add_pos (hx i) (hx p)).ne'
  have hjp := (add_pos (hx j) (hx p)).ne'
  simp only [choleskyStep, scaled, pivotRatio, Matrix.of_apply]
  rw [add_comm (x p) (x j), show x p + x p = 2 * x p by ring]
  field_simp
  ring
```

Start with w = 1 and repeat. After pivot p, the weight at a later pivot q is multiplied by (x(q)−x(p))/(x(q)+x(p)), which is nonzero because the energies differ. Every pivot entry is thus nonzero when its turn comes. Induction on the list, for general weights, collects the product P; `foldl` takes the pivots from left to right.

```lean
/-- For positive excitation energies, Cholesky steps on pivots with pairwise different energies
leave the denominator matrix with each entry multiplied by the pivot products of its row and column.
-/
theorem cholesky_residual {x : ι → ℝ} (hx : ∀ i, 0 < x i) (ps : List ι)
    (hps : ps.Pairwise fun p q => x p ≠ x q) (i j : ι) :
    ps.foldl choleskyStep (denominators x) i j =
      pivotProduct x ps i * pivotProduct x ps j / (x i + x j) := by
  -- the induction runs over all weights that do not vanish on the remaining pivots
  have key : ∀ (qs : List ι) (w : ι → ℝ), (∀ q ∈ qs, w q ≠ 0) →
      (qs.Pairwise fun p q => x p ≠ x q) →
      qs.foldl choleskyStep (scaled x w) = scaled x (fun i => w i * pivotProduct x qs i) := by
    intro qs
    induction qs with
    | nil => intro w _ _; simp [pivotProduct]
    | cons p qs ih =>
      intro w hw hq
      rw [List.pairwise_cons] at hq
      have hw' : ∀ q ∈ qs, w q * pivotRatio x p q ≠ 0 := fun q hmem =>
        mul_ne_zero (hw q (List.mem_cons_of_mem _ hmem))
          (div_ne_zero (sub_ne_zero.2 (hq.1 q hmem).symm) (add_pos (hx q) (hx p)).ne')
      rw [List.foldl_cons, choleskyStep_scaled hx (hw p List.mem_cons_self), ih _ hw' hq.2]
      simp only [pivotProduct, List.map_cons, List.prod_cons, mul_assoc]
  have h1 : denominators x = scaled x (fun _ => 1) := by
    ext i j
    simp [denominators, scaled]
  rw [h1, key ps _ (fun _ _ => one_ne_zero) hps]
  simp [scaled]
```

A list with one pivot gives r(i)r(j)/(x(i)+x(j)).

```lean
/-- For positive excitation energies, one Cholesky step on the denominator matrix with pivot `p`
leaves the entries `r i * r j / (x i + x j)`, where `r` is the pivot ratio. -/
theorem cholesky_one_step {x : ι → ℝ} (hx : ∀ i, 0 < x i) (p i j : ι) :
    choleskyStep (denominators x) p i j =
      pivotRatio x p i * pivotRatio x p j / (x i + x j) := by
  simpa [pivotProduct] using cholesky_residual hx [p] (List.pairwise_singleton _ _) i j
```

## Positivity from damping

The bracket identity, multiplied by c(i)c(j) and summed, reads

Q(c) = 2x(p) (∑ᵢ c(i)/(x(i)+x(p)))² + Q(c·r),

where (c·r)(i) = c(i)r(i).

```lean
/-- For positive excitation energies, the quadratic form is a nonnegative multiple of a square plus
the quadratic form of the vector damped by the pivot ratios. -/
theorem quadForm_step [Fintype ι] {x : ι → ℝ} (hx : ∀ i, 0 < x i) (p : ι) (c : ι → ℝ) :
    quadForm x c = 2 * x p * (∑ i, c i / (x i + x p)) ^ 2 +
      quadForm x (fun i => c i * pivotRatio x p i) := by
  rw [sq, Finset.sum_mul_sum]
  simp only [quadForm, dotProduct, Matrix.mulVec, denominators, Matrix.of_apply,
    Finset.mul_sum, ← Finset.sum_add_distrib]
  refine Finset.sum_congr rfl fun i _ => Finset.sum_congr rfl fun j _ => ?_
  have hij := (add_pos (hx i) (hx j)).ne'
  have hip := (add_pos (hx i) (hx p)).ne'
  have hjp := (add_pos (hx j) (hx p)).ne'
  simp only [pivotRatio]
  field_simp
  ring
```

The square term is nonnegative, so Q(c·r) ≤ Q(c). Induction over the pivots gives Q(c·P) ≤ Q(c). Here they may repeat energies, since nothing is divided by a pivot entry of a residual.

```lean
/-- For positive excitation energies, damping a vector by the pivot products of any list of pivots
never raises its quadratic form. -/
theorem quadForm_damped_le [Fintype ι] {x : ι → ℝ} (hx : ∀ i, 0 < x i) (ps : List ι)
    (c : ι → ℝ) : quadForm x (fun i => c i * pivotProduct x ps i) ≤ quadForm x c := by
  induction ps generalizing c with
  | nil => simp [pivotProduct]
  | cons p ps ih =>
    have h := ih (fun i => c i * pivotRatio x p i)
    have hsq : 0 ≤ 2 * x p * (∑ i, c i / (x i + x p)) ^ 2 :=
      mul_nonneg (by linarith [hx p]) (sq_nonneg _)
    have hstep := quadForm_step hx p c
    simp only [pivotProduct, List.map_cons, List.prod_cons, mul_assoc] at h ⊢
    linarith
```

Take every index as a pivot. Each P(i) then contains the factor r(i) = 0 from p = i, so 0 = Q(0) ≤ Q(c). With the symmetry of D, this is positive semidefiniteness.

```lean
/-- The denominator matrix of positive excitation energies is positive semidefinite. -/
theorem denominators_posSemidef [Fintype ι] {x : ι → ℝ} (hx : ∀ i, 0 < x i) :
    (denominators x).PosSemidef := by
  refine Matrix.PosSemidef.of_dotProduct_mulVec_nonneg ?_ ?_
  · ext i j
    simp [denominators, add_comm]
  · intro c
    -- with every index used as a pivot, nothing of the vector is left
    have h := quadForm_damped_le hx Finset.univ.toList c
    have h0 : (fun i => c i * pivotProduct x Finset.univ.toList i) = 0 := by
      funext i
      have hz : pivotProduct x Finset.univ.toList i = 0 :=
        List.prod_eq_zero (List.mem_map.2 ⟨i, by simp, by simp [pivotRatio]⟩)
      simp [hz]
    rw [h0] at h
    simpa [quadForm] using h
```

If x(i) = x(j) with i ≠ j, columns i and j of D coincide, and the difference of the two unit vectors is a null vector. Conversely, let all energies differ and let c(q) ≠ 0. Using every index except q as a pivot leaves only the component t = c(q)P(q) ≠ 0, so

Q(c) ≥ t²/(2x(q)) > 0.

```lean
/-- The denominator matrix of positive excitation energies is positive definite exactly when the
energies are pairwise different. -/
theorem denominators_posDef_iff [Fintype ι] {x : ι → ℝ} (hx : ∀ i, 0 < x i) :
    (denominators x).PosDef ↔ Function.Injective x := by
  classical
  constructor
  · intro h i j hij
    by_contra hne
    -- equal energies give equal columns, hence a null vector
    have hc : (Pi.single i 1 - Pi.single j 1 : ι → ℝ) ≠ 0 := by
      intro h0
      have h1 := congrFun h0 i
      simp [hne] at h1
    have hnull : denominators x *ᵥ (Pi.single i 1 - Pi.single j 1 : ι → ℝ) = 0 := by
      funext k
      simp [Matrix.mulVec_sub, denominators, hij]
    have hpos := h.dotProduct_mulVec_pos hc
    rw [hnull, dotProduct_zero] at hpos
    exact lt_irrefl _ hpos
  · intro hinj
    refine Matrix.posDef_iff_dotProduct_mulVec.2 ⟨(denominators_posSemidef hx).isHermitian, ?_⟩
    intro c hc
    obtain ⟨q, hq⟩ := Function.ne_iff.1 hc
    -- with every index but `q` used as a pivot, only the component `q` is left
    let ps := (Finset.univ.erase q).toList
    let t := c q * pivotProduct x ps q
    have ht : t ≠ 0 := by
      refine mul_ne_zero hq (List.prod_ne_zero ?_)
      intro hmem
      obtain ⟨p, hp, hp0⟩ := List.mem_map.1 hmem
      have hpq : p ≠ q := Finset.ne_of_mem_erase (Finset.mem_toList.1 hp)
      exact div_ne_zero (sub_ne_zero.2 fun h => hpq (hinj h).symm)
        (add_pos (hx q) (hx p)).ne' hp0
    have hv : (fun i => c i * pivotProduct x ps i) = Pi.single q t := by
      funext i
      by_cases hi : i = q
      · subst hi
        simp [t]
      · have hz : pivotProduct x ps i = 0 :=
          List.prod_eq_zero (List.mem_map.2 ⟨i, by simp [ps, hi], by simp [pivotRatio]⟩)
        simp [hz, hi]
    have hval : quadForm x (Pi.single q t) = t * (1 / (x q + x q) * t) := by
      simp [quadForm, dotProduct, Matrix.mulVec, denominators, Pi.single_apply]
    have hpos : 0 < t * (1 / (x q + x q) * t) := by
      have h2 : 0 < t ^ 2 / (x q + x q) := div_pos (by positivity) (add_pos (hx q) (hx q))
      calc 0 < t ^ 2 / (x q + x q) := h2
        _ = t * (1 / (x q + x q) * t) := by ring
    have h := quadForm_damped_le hx ps c
    rw [hv, hval] at h
    simpa [quadForm] using lt_of_lt_of_le hpos h
```

## Decay in a bounded energy window

Let a ≤ x(i) ≤ b with a > 0. For x(i) ≥ x(p), the inequality

(x(i)−x(p))/(x(i)+x(p)) ≤ (b−a)/(b+a)

reduces on cross-multiplication to a x(i) ≤ b x(p), which holds; the other case follows by exchanging i and p. Multiplying over k pivots gives |P(i)| ≤ ((b−a)/(b+a))ᵏ.

```lean
/-- For energies in `[a, b]` with `a > 0`, the pivot product over `k` pivots is at most
`((b - a) / (b + a)) ^ k` in modulus. -/
theorem abs_pivotProduct_le {x : ι → ℝ} {a b : ℝ} (ha : 0 < a)
    (hab : ∀ i, a ≤ x i ∧ x i ≤ b) (ps : List ι) (i : ι) :
    |pivotProduct x ps i| ≤ ((b - a) / (b + a)) ^ ps.length := by
  have hx : ∀ k, 0 < x k := fun k => lt_of_lt_of_le ha (hab k).1
  have hb : 0 < b + a := by linarith [hx i, (hab i).2]
  have hr : ∀ p, |pivotRatio x p i| ≤ (b - a) / (b + a) := by
    intro p
    have hs := add_pos (hx i) (hx p)
    have h1 : a * x i ≤ x p * b := mul_le_mul (hab p).1 (hab i).2 (hx i).le (hx p).le
    have h2 : a * x p ≤ x i * b := mul_le_mul (hab i).1 (hab p).2 (hx p).le (hx i).le
    rw [pivotRatio, abs_div, abs_of_pos hs, div_le_div_iff₀ hs hb]
    rcases abs_cases (x i - x p) with ⟨h, _⟩ | ⟨h, _⟩ <;> rw [h] <;> nlinarith
  induction ps with
  | nil => simp [pivotProduct]
  | cons p ps ih =>
    simp only [pivotProduct, List.map_cons, List.prod_cons, List.length_cons] at ih ⊢
    rw [abs_mul, pow_succ']
    exact mul_le_mul (hr p) ih (abs_nonneg _) ((abs_nonneg _).trans (hr p))
```

Inserting this for both i and j bounds the residual by

((b−a)/(b+a))²ᵏ / (x(i)+x(j)).

The factor ((b−a)/(b+a))²ᵏ in this upper bound depends on the energy window and the number of steps, not on the matrix dimension. The residual itself can be much smaller; it vanishes, for example, in the rows and columns of the pivots already used.

```lean
/-- For energies in `[a, b]` with `a > 0`, each entry left after `k` Cholesky steps on pivots with
pairwise different energies is in modulus at most `((b - a) / (b + a)) ^ (2 * k)` times the original
denominator entry. -/
theorem cholesky_residual_bound {x : ι → ℝ} {a b : ℝ} (ha : 0 < a)
    (hab : ∀ i, a ≤ x i ∧ x i ≤ b) (ps : List ι)
    (hps : ps.Pairwise fun p q => x p ≠ x q) (i j : ι) :
    |ps.foldl choleskyStep (denominators x) i j| ≤
      ((b - a) / (b + a)) ^ (2 * ps.length) / (x i + x j) := by
  have hx : ∀ k, 0 < x k := fun k => lt_of_lt_of_le ha (hab k).1
  have hs := add_pos (hx i) (hx j)
  have hi := abs_pivotProduct_le ha hab ps i
  have hj := abs_pivotProduct_le ha hab ps j
  rw [cholesky_residual hx ps hps, abs_div, abs_mul, abs_of_pos hs, two_mul, pow_add]
  exact div_le_div_of_nonneg_right
    (mul_le_mul hi hj (abs_nonneg _) ((abs_nonneg _).trans hi)) hs.le

end

end DenominatorCholesky
```

For energies 1 and 2, D has rows (1/2, 1/3) and (1/3, 1/4). A step on the first index leaves only the lower diagonal entry, 1/4 − (1/3)²/(1/2) = 1/36. The formula agrees: r = 1/3 there, and (1/3)²/4 = 1/36. With a = 1 and b = 2, this entry equals its bound.

```lean
#print axioms DenominatorCholesky.cholesky_residual
#print axioms DenominatorCholesky.cholesky_one_step
#print axioms DenominatorCholesky.denominators_posDef_iff
#print axioms DenominatorCholesky.cholesky_residual_bound
```

```
'DenominatorCholesky.cholesky_residual' depends on axioms: [propext, Classical.choice, Quot.sound]
'DenominatorCholesky.cholesky_one_step' depends on axioms: [propext, Classical.choice, Quot.sound]
'DenominatorCholesky.denominators_posDef_iff' depends on axioms: [propext, Classical.choice, Quot.sound]
'DenominatorCholesky.cholesky_residual_bound' depends on axioms: [propext, Classical.choice, Quot.sound]
```
